# For invertible A − z and a large environment level shift μ, the Green function (F + μP − z)⁻¹ factorises as N(1/μ)⁻¹ D(1/μ) with convergent factors

The model is a one-particle matrix F = [[A, B], [Bᴴ, C]] over ℂ, with finite active and environment index sets and with A and C not assumed Hermitian; the projector P = diag(0, 1) shifts the environment block by a real μ, and z is a fixed complex number. With D(t) = diag(1, t), N(t) = [[A − z, B], [0, 1]] + t [[0, 0], [Bᴴ, C − z]] and R = (A − z)⁻¹, the theorem `rescaled_limit` assumes only that det(A − z) is a unit. It states that, as μ → ∞, N(1/μ)⁻¹ tends to [[R, −RB], [0, 1]] and D(1/μ) tends to D(0), and that for all sufficiently large μ the matrix F + μP − z is invertible with inverse N(1/μ)⁻¹ D(1/μ). The attempt exhibits [[R, −RB], [0, 1]] as a left inverse of N(0) in the step `hinv`, deduces det N(0) ≠ 0, and uses continuity of inversion and of the determinant together with the identity D(1/μ)(F + μP − z) = N(1/μ).

As first written in Lean, the proof fails:

```lean
import Mathlib

open Matrix Filter Topology
open scoped ComplexOrder

namespace LevelShiftGreenFunction

noncomputable section

variable {m n : Type*} [Fintype m] [Fintype n] [DecidableEq m] [DecidableEq n]

/-- Fock matrix with active block `A`, environment block `C` and coupling `B`. -/
def fock (A : Matrix m m ℂ) (B : Matrix m n ℂ) (C : Matrix n n ℂ) :
    Matrix (m ⊕ n) (m ⊕ n) ℂ := fromBlocks A B Bᴴ C

/-- Projector `diag(0, 1)` onto the environment orbitals. -/
def envProj (m n : Type*) [DecidableEq n] : Matrix (m ⊕ n) (m ⊕ n) ℂ := fromBlocks 0 0 0 1

/-- The level-shifted matrix `F + μ P - z`. -/
def shifted (A : Matrix m m ℂ) (B : Matrix m n ℂ) (C : Matrix n n ℂ) (z : ℂ) (μ : ℝ) :
    Matrix (m ⊕ n) (m ⊕ n) ℂ := fock A B C + (μ : ℂ) • envProj m n - z • 1

/-- The level-shifted Green function `(F + μ P - z)⁻¹`. -/
def green (A : Matrix m m ℂ) (B : Matrix m n ℂ) (C : Matrix n n ℂ) (z : ℂ) (μ : ℝ) :
    Matrix (m ⊕ n) (m ⊕ n) ℂ := (shifted A B C z μ)⁻¹

/-- Resolvent `R = (A - z)⁻¹` of the active block. -/
def activeRes (A : Matrix m m ℂ) (z : ℂ) : Matrix m m ℂ := (A - z • 1)⁻¹

/-- The matrix `D(t) = diag(1, t)` that scales the environment rows by `t`. -/
def rescale (m n : Type*) [DecidableEq m] [DecidableEq n] (t : ℂ) :
    Matrix (m ⊕ n) (m ⊕ n) ℂ := fromBlocks 1 0 0 0 + t • envProj m n

/-- The matrix `N(t) = [[A - z, B], [0, 1]] + t [[0, 0], [Bᴴ, C - z]]`. -/
def rescaled (A : Matrix m m ℂ) (B : Matrix m n ℂ) (C : Matrix n n ℂ) (z t : ℂ) :
    Matrix (m ⊕ n) (m ⊕ n) ℂ :=
  fromBlocks (A - z • 1) B 0 1 + t • fromBlocks 0 0 Bᴴ (C - z • 1)

variable (A : Matrix m m ℂ) (B : Matrix m n ℂ) (C : Matrix n n ℂ) (z : ℂ)

omit [Fintype m] [Fintype n] in
/-- Block form of `F + μ P - z`: only the environment block is shifted by `μ`. -/
theorem shifted_eq (μ : ℝ) :
    shifted A B C z μ = fromBlocks (A - z • 1) B Bᴴ (C - z • 1 + (μ : ℂ) • 1) := by
  ext i j
  rcases i with i | i <;> rcases j with j | j <;>
    simp [shifted, fock, envProj, one_apply]
  ring

/-- Scaling the environment rows by `1/μ` turns `F + μ P - z` into `N(1/μ)`. -/
theorem rescale_mul_shifted (μ : ℝ) (hμ : (μ : ℂ) ≠ 0) :
    rescale m n (μ : ℂ)⁻¹ * shifted A B C z μ = rescaled A B C z (μ : ℂ)⁻¹ := by
  rw [shifted_eq]
  simp only [rescale, rescaled, envProj, fromBlocks_smul, fromBlocks_add, fromBlocks_multiply]
  rw [fromBlocks_inj]
  refine ⟨by simp, by simp, by simp, ?_⟩
  simp only [smul_zero, add_zero, zero_add, Matrix.zero_mul, Matrix.smul_mul, Matrix.one_mul,
    smul_add, smul_smul, inv_mul_cancel₀ hμ, one_smul]
  exact add_comm _ _

/-- If `A - z` is invertible, then as `μ → ∞` one has `N(1/μ)⁻¹ → [[R, -R B], [0, 1]]` and
`D(1/μ) → D(0)`, and for large `μ` the shifted matrix is invertible with inverse `N⁻¹ D`. -/
theorem rescaled_limit (hA : IsUnit (A - z • 1).det) :
    Tendsto (fun μ : ℝ => (rescaled A B C z (μ : ℂ)⁻¹)⁻¹) atTop
      (𝓝 (fromBlocks (activeRes A z) (-(activeRes A z * B)) 0 1)) ∧
    Tendsto (fun μ : ℝ => rescale m n (μ : ℂ)⁻¹) atTop (𝓝 (rescale m n 0)) ∧
    ∀ᶠ μ : ℝ in atTop, IsUnit (shifted A B C z μ).det ∧
      green A B C z μ = (rescaled A B C z (μ : ℂ)⁻¹)⁻¹ * rescale m n (μ : ℂ)⁻¹ := by
  have h0 : Tendsto (fun r : ℝ => r⁻¹) atTop (𝓝 0) := tendsto_inv_atTop_zero
  have ht := (Complex.continuous_ofReal.tendsto 0).comp h0
  simp only [Function.comp_def, Complex.ofReal_inv, Complex.ofReal_zero] at ht
  have hN : Continuous fun t : ℂ => rescaled A B C z t :=
    continuous_const.add (continuous_id.smul continuous_const)
  have hD : Continuous fun t : ℂ => rescale m n t :=
    continuous_const.add (continuous_id.smul continuous_const)
  -- explicit inverse of the block-triangular matrix N(0)
  have hR : activeRes A z * (A - z • 1) = 1 := nonsing_inv_mul _ hA
  have hinv : fromBlocks (activeRes A z) (-(activeRes A z * B)) 0 1 * rescaled A B C z 0 = 1 := by
    unfold rescaled
    rw [zero_smul, add_zero, fromBlocks_multiply, hR, ← fromBlocks_one, fromBlocks_inj]
    simp
  have hdet : (rescaled A B C z 0).det ≠ 0 := (isUnit_det_of_left_inverse hinv).ne_zero
  have hc : ContinuousAt Inv.inv (rescaled A B C z 0) := by
    apply continuousAt_matrix_inv
    rw [Ring.inverse_eq_inv']
    exact continuousAt_inv₀ hdet
  refine ⟨?_, (hD.tendsto 0).comp ht, ?_⟩
  · rw [← inv_eq_left_inv hinv]
    exact hc.tendsto.comp ((hN.tendsto 0).comp ht)
  · have hev := ((hN.matrix_det.tendsto 0).comp ht).eventually_ne hdet
    filter_upwards [hev, eventually_gt_atTop (0 : ℝ)] with μ h1 h2
    have hl : (rescaled A B C z (μ : ℂ)⁻¹)⁻¹ * rescale m n (μ : ℂ)⁻¹ * shifted A B C z μ = 1 := by
      rw [Matrix.mul_assoc, rescale_mul_shifted A B C z μ (Complex.ofReal_ne_zero.mpr h2.ne')]
      exact nonsing_inv_mul _ (isUnit_iff_ne_zero.mpr h1)
    exact ⟨isUnit_det_of_left_inverse hl, inv_eq_left_inv hl⟩

end

end LevelShiftGreenFunction
```

Messages:

```
Main.lean:78:66: error: typeclass instance problem is stuck
  OfNat (Matrix ?m.260 n ℂ) 1

Note: Lean will not try to resolve this typeclass instance problem because the first type argument to `OfNat` contains metavariables. This argument must be fully determined before Lean will try to resolve the typeclass.

Hint: Adding type annotations and supplying implicit arguments to functions can give Lean more information for typeclass resolution. For example, if you have a variable `x` that you intend to be a `Nat`, but Lean reports it as having an unresolved type like `?m`, replacing `x` with `(x : Nat)` can get typeclass resolution un-stuck.
numerals are polymorphic in Lean, but the numeral `1` cannot be used in a context where the expected type is
  Matrix ?m.260 n ℂ
due to the absence of the instance above
```

Cause. The message points at the lower-right block `1` of the `fromBlocks` term in the statement of `hinv`. Its type is known only as `Matrix ?m.260 n ℂ`, so Lean declines to search for an `OfNat` instance.

The upper blocks `activeRes A z` and `-(activeRes A z * B)` fix the upper row index `m` and both column indices `m` and `n`. The row index of the lower blocks could come only from `0` and `1`, which are untyped numerals. The context does not supply it either. Matrix multiplication allows rectangular factors, so `rescaled A B C z 0` constrains only the columns of the left factor, and the right side of the equation is again a bare `1`. In the theorem's statement the same term elaborates because `Tendsto` forces it to have the type of N(1/μ)⁻¹.

The ascription `(1 : Matrix n n ℂ)` sets the lower row index to `n`. The left factor then has type `Matrix (m ⊕ n) (m ⊕ n) ℂ`, which determines the block `0`, the product and the right-hand `1`. The tactic proof is unchanged, and the line break is mere tidying.

The repair, with which the file compiles:

```diff
@@ -76,5 +76,6 @@
   -- explicit inverse of the block-triangular matrix N(0)
   have hR : activeRes A z * (A - z • 1) = 1 := nonsing_inv_mul _ hA
-  have hinv : fromBlocks (activeRes A z) (-(activeRes A z * B)) 0 1 * rescaled A B C z 0 = 1 := by
+  have hinv : fromBlocks (activeRes A z) (-(activeRes A z * B)) 0 (1 : Matrix n n ℂ)
+      * rescaled A B C z 0 = 1 := by
     unfold rescaled
     rw [zero_smul, add_zero, fromBlocks_multiply, hR, ← fromBlocks_one, fromBlocks_inj]
```
